# A norm condition under which the doubles perturbation series sums to the CEPA(0) energy

## Physical setting

Let $n$ be a finite set of doubly excited configurations, labelled $i, j$. All vectors have one real component per configuration, $x\cdot y=\sum_i x_i y_i$, and $|x|=\sqrt{x\cdot x}$ is the Euclidean length. For a real matrix $M$ the operator norm $\|M\|$ is the smallest nonnegative number with $|Mx|\le\|M\|\,|x|$ for all $x$. The model has three ingredients: denominators $d_i\neq 0$ collected in $D=\operatorname{diag}(d_i)$, a matrix $W$ coupling doubles to doubles, and a vector $v$ coupling the reference to the doubles. The amplitudes $t_k$, $k=0,1,2,\dots$, are defined by
$$t_0=-D^{-1}v,\qquad t_{k+1}=-D^{-1}W\,t_k ,$$
and the energy terms are $v\cdot t_k$.

In Møller–Plesset partitioning $H=H_0+V$ about a canonical Hartree–Fock determinant $\Phi_0$ of energy $E_{\rm HF}$, with orthonormal doubles $\Phi_i$, one has $v_i=\langle\Phi_i|H|\Phi_0\rangle$. The denominator for exciting occupied orbitals $r,s$ to virtual orbitals $a,b$ is $d_i=\varepsilon_a+\varepsilon_b-\varepsilon_r-\varepsilon_s$, with $\varepsilon$ the orbital energies, and $W$ is what remains in $(D+W)_{ij}=\langle\Phi_i|H-E_{\rm HF}|\Phi_j\rangle$. The wavefunction is $\Phi_0+\sum_i t_i\Phi_i$ in intermediate normalisation, so the amplitudes are not normalised coefficients. The index is shifted from the perturbation order: $t_k$ is of order $k+1$ in $V$ and $v\cdot t_k$ of order $k+2$, which makes $v\cdot t_0$ the second-order energy.

Doubles configuration interaction solves $(D+W-E_{\rm CID})\,t=-v$ with correlation energy $E_{\rm CID}=v\cdot t$. CEPA(0) with doubles drops the shift $E_{\rm CID}$, solves the linear system $(D+W)\,t=-v$ and takes $v\cdot t$ with this new $t$ as its correlation energy. The result below says that in a finite real doubles space, under a norm condition on $D^{-1}W$, the CEPA(0) correlation energy is the sum to all orders of the terms $v\cdot t_k$, the perturbation terms whose intermediate states are all doubles, taken without the renormalisation terms that the shift $E_{\rm CID}$ would generate.

## Statement

Write $q=\|D^{-1}W\|$, $E=-v\cdot(D+W)^{-1}v$, and $F(x)=2\,v\cdot x+x\cdot(D+W)x$ for trial amplitudes $x$.

1. If all $d_i\ne0$ and $q<1$, then $\det(D+W)\neq0$, the $t_k$ are summable, $t=\sum_k t_k$ solves $(D+W)t=-v$, and $\sum_k v\cdot t_k=E$. Here $W$ is any real matrix (`cepa0_series`).
2. If all $d_i\neq0$ and $W$ is symmetric, then $v\cdot t_{m+k+1}=t_m\cdot Wt_k$ for all $m,k\ge0$, with no condition on $q$ (`energy_two_n_plus_one`).
3. If all $d_i\ne0$, $W$ is symmetric and $q<1$, then $F(t+y)=E+y\cdot(D+W)y$ for every $y$ (`cepaFunctional_shift`).
4. For one configuration with $D=W=v=1$ one has $q=1$ and $\det(D+W)\ne0$, yet the $t_k$ are not summable (`norm_one_not_summable`).

## Derivation

Summability. Put $M=D^{-1}W$. Since $|{-Mx}|\le q|x|$, induction gives $|t_{k+1}|\le q|t_k|\le q^{k+1}|t_0|$. Each component obeys $|(t_k)_i|\le|t_k|\le q^k|t_0|$, and $\sum_kq^k$ converges for $0\le q<1$, so every component series converges absolutely. Call the sum $t$.

Linear equation. Multiplying the recursion by $D$ gives $Dt_0=-v$ and $Dt_{k+1}=-Wt_k$. A dot product with a fixed vector is a finite linear combination of components and passes through a convergent sum; so does a matrix, row by row. Summing the second equation over $k\ge0$, the left side is $Dt-Dt_0=Dt+v$ and the right side is $-Wt$. Hence $(D+W)t=-v$.

Invertibility. Suppose $(D+W)x=0$ with $x\ne0$. Multiplying by $D^{-1}$ gives $x=-Mx$, so $|x|\le q|x|$, that is $(1-q)|x|\le0$, while both factors are positive. There is no nonzero null vector, so $\det(D+W)\neq0$ and $t=-(D+W)^{-1}v$.

Energy. Taking the dot product with $v$ through the sum, $\sum_kv\cdot t_k=v\cdot t=-v\cdot(D+W)^{-1}v$.

The $2n+1$ rule (in this name $n$ is a perturbation order, not the set of configurations). A symmetric matrix $A$ has $x\cdot Ay=y\cdot Ax$, and $D$ is symmetric. For $m=0$, the identity $t_0\cdot Dt_{k+1}=t_{k+1}\cdot Dt_0$ reads $-t_0\cdot Wt_k=-t_{k+1}\cdot v$. For the step from $m$ to $m+1$, the identity $t_{m+1}\cdot Dt_{k+1}=t_{k+1}\cdot Dt_{m+1}$ reads $t_{m+1}\cdot Wt_k=t_{k+1}\cdot Wt_m$. Symmetry of $W$ turns the right side into $t_m\cdot Wt_{k+1}$, which is $v\cdot t_{m+(k+1)+1}$ by the hypothesis for $m$ used at $k+1$. With $k=m$ the amplitude $t_m$, of order $m+1$, gives the energy term $v\cdot t_{2m+1}$, of order $2(m+1)+1$. This is Wigner's counting for the doubles-only terms of the series; the complete Rayleigh–Schrödinger energies are a different object from fourth order on.

The functional. With $A=D+W$ symmetric and $At=-v$, both cross terms $t\cdot Ay$ and $y\cdot At$ equal $-v\cdot y$, and $t\cdot At=-v\cdot t$. Then
$$F(t+y)=2v\cdot t+2v\cdot y-v\cdot t-2v\cdot y+y\cdot Ay=v\cdot t+y\cdot Ay .$$
The term linear in $y$ cancels, so an error $y$ in the amplitudes enters $F$ quadratically.

The case $q=1$. For $D=W=v=1$ the recursion gives $t_k=(-1)^{k+1}$, whose magnitude stays $1$, while the terms of a convergent series tend to zero. The linear equation $2t=-1$ still has its solution.

## A two-configuration instance

Take $D=\operatorname{diag}(2,4)$, $W_{12}=W_{21}=1$, $W_{11}=W_{22}=0$ and $v=(2,4)$. Then $M$ maps $(x_1,x_2)$ to $(x_2/2,\,x_1/4)$, so $q=1/2$. The amplitudes are $t_0=(-1,-1)$, $t_1=(\tfrac12,\tfrac14)$, $t_2=(-\tfrac18,-\tfrac18)$, and $t_{k+2}=t_k/8$. The sum is $t=\tfrac87(t_0+t_1)=(-\tfrac47,-\tfrac67)$, and $(D+W)t=(-\tfrac87-\tfrac67,\,-\tfrac47-\tfrac{24}7)=(-2,-4)$. The energy terms $-6,\ 2,\ -\tfrac34,\ \tfrac14,\dots$ add to $\tfrac87(-4)=-\tfrac{32}7$. The rule with $m=k=1$ gives $t_1\cdot Wt_1=2\cdot\tfrac12\cdot\tfrac14=\tfrac14=v\cdot t_3$. For the trial vector $t_0$ the error is $y=t_0-t=(-\tfrac37,-\tfrac17)$ with $y\cdot(D+W)y=\tfrac{28}{49}=\tfrac47$, so $F(t_0)=-4$, in agreement with $2(-6)+8$.

## The step in a program

A program that uses the plain update, without convergence acceleration, can keep the partial sum $s_N=t_0+\dots+t_N$ instead of the separate orders. By linearity $s_{N+1}=-D^{-1}(v+Ws_N)$, which is the update $s\leftarrow s-D^{-1}\rho$ with residual $\rho=v+(D+W)s$, started from the first-order amplitudes $s_0=t_0$. The product $Ws$ is formed by contracting amplitudes with two-electron integrals, and the division by $d_i$ is done element by element. In the instance above one update gives $s_1=(-\tfrac12,-\tfrac34)$. The worked numbers, this rewriting as an iteration and the orbital reading of $D$, $W$, $v$ accompany the theorems and have not themselves been checked in Lean.

## What the formal version assumes

The configurations form a finite type `n`, which may have one element or none; in the empty case all sums vanish and the determinant is $1$. Vectors are functions `n → ℝ`, `*ᵥ` is the matrix–vector product and `⬝ᵥ` the dot product. The norm that Lean attaches to `n → ℝ` by default is the largest absolute value of a component, so `eNorm` first moves the vector to `EuclideanSpace ℝ n`, and `opNorm` is the norm of the matrix as a linear map on that space. The matrix $D$ is `diagonal d`, the amplitude $t_k$ is `amp d W v k` with the same index, $t$ is `∑' k, amp d W v k`, and $F$ is `cepaFunctional`.

The hypothesis `hd` says every $d_i\ne0$, with either sign allowed; `hq` is $q<1$; `hW` is symmetry of $W$. `Summable` and `HasSum` mean convergence independent of the order of terms, which for real components is absolute convergence. Lean's inverse of a singular matrix is the zero matrix, and `hd` together with the conclusion `(diagonal d + W).det ≠ 0` ensures that both inverses in the statements are true ones.

The data $d$, $W$, $v$ are free parameters. No Hamiltonian, orbitals or Slater–Condon rules appear, and the bound $q<1$ is assumed, with no estimate of $q$ for a molecule. Singles, triples, quadruples and the renormalisation terms of the full perturbation series are absent from the model, and size extensivity of CEPA(0) is not addressed. The example at $q=1$ shows that the strict inequality cannot be relaxed to $q\le1$ for all data; it does not make $q<1$ necessary, since for $v=0$ every amplitude vanishes whatever $W$ is. The identity for $F$ makes $t$ a stationary point, which need not be a minimum when some $d_i$ are negative. If all $d_i>0$ it is a minimum, though this is not part of the Lean file: statement 1 applied to $\lambda W$ gives $\det(D+\lambda W)\neq0$ for $0\le\lambda\le1$, so no eigenvalue of this symmetric matrix crosses zero between $D$ and $D+W$, and $y\cdot(D+W)y>0$ for $y\neq0$. In neither case does $F$ give a bound on the exact energy.

## The Lean file

```lean
import Mathlib

open Matrix

namespace CepaZeroSeries

noncomputable section

variable {n : Type*} [Fintype n] [DecidableEq n]

/-- Euclidean length of an amplitude vector. -/
def eNorm (x : n → ℝ) : ℝ := ‖(WithLp.toLp 2 x : EuclideanSpace ℝ n)‖

/-- Operator norm of a real matrix with respect to the Euclidean length. -/
def opNorm (M : Matrix n n ℝ) : ℝ :=
  ‖(Matrix.toEuclideanCLM (n := n) (𝕜 := ℝ) M :
    EuclideanSpace ℝ n →L[ℝ] EuclideanSpace ℝ n)‖

/-- Doubles amplitudes order by order: `t₀ = -D⁻¹ v` and `t_(k+1) = -D⁻¹ W t_k`,
with `D` the diagonal matrix of denominators `d`. -/
def amp (d : n → ℝ) (W : Matrix n n ℝ) (v : n → ℝ) : ℕ → n → ℝ
  | 0 => -((diagonal d)⁻¹ *ᵥ v)
  | k + 1 => -(((diagonal d)⁻¹ * W) *ᵥ amp d W v k)

/-- The CEPA(0) energy functional `2 v·x + x·(D + W) x` of trial amplitudes `x`. -/
def cepaFunctional (d : n → ℝ) (W : Matrix n n ℝ) (v x : n → ℝ) : ℝ :=
  2 * (v ⬝ᵥ x) + x ⬝ᵥ (diagonal d + W) *ᵥ x

/-- The vector `-M x` is no longer than the operator norm of `M` times the length of `x`. -/
theorem eNorm_neg_mulVec_le (M : Matrix n n ℝ) (x : n → ℝ) :
    eNorm (-(M *ᵥ x)) ≤ opNorm M * eNorm x := by
  have hneg : eNorm (-(M *ᵥ x)) = eNorm (M *ᵥ x) := by
    exact norm_neg (WithLp.toLp 2 (M *ᵥ x) : EuclideanSpace ℝ n)
  have h := (Matrix.toEuclideanCLM (n := n) (𝕜 := ℝ) M).le_opNorm (WithLp.toLp 2 x)
  rw [hneg]
  exact h

/-- A recursion `x_(k+1) = -M x_k` with `‖M‖ < 1` obeys `|x_k| ≤ ‖M‖^k |x₀|` and is summable. -/
theorem contraction_summable (M : Matrix n n ℝ) (hq : opNorm M < 1) (x : ℕ → n → ℝ)
    (hx : ∀ k, x (k + 1) = -(M *ᵥ x k)) :
    (∀ k, eNorm (x k) ≤ opNorm M ^ k * eNorm (x 0)) ∧ Summable x := by
  have h0 : 0 ≤ opNorm M := norm_nonneg _
  have hb : ∀ k, eNorm (x k) ≤ opNorm M ^ k * eNorm (x 0) := by
    intro k
    induction k with
    | zero => simp
    | succ k ih =>
      calc eNorm (x (k + 1)) ≤ opNorm M * eNorm (x k) := by
            rw [hx]; exact eNorm_neg_mulVec_le M _
        _ ≤ opNorm M * (opNorm M ^ k * eNorm (x 0)) := mul_le_mul_of_nonneg_left ih h0
        _ = opNorm M ^ (k + 1) * eNorm (x 0) := by ring
  refine ⟨hb, Pi.summable.2 fun i => ?_⟩
  -- each component is dominated by a geometric series
  refine Summable.of_norm_bounded
    ((summable_geometric_of_lt_one h0 hq).mul_right (eNorm (x 0))) fun k => ?_
  have hi : ‖x k i‖ ≤ eNorm (x k) :=
    PiLp.norm_apply_le (WithLp.toLp 2 (x k) : EuclideanSpace ℝ n) i
  exact hi.trans (hb k)

omit [DecidableEq n] in
/-- If vectors `x_k` sum to `T`, the numbers `u·x_k` sum to `u·T`. -/
theorem hasSum_dot {x : ℕ → n → ℝ} {T : n → ℝ} (h : HasSum x T) (u : n → ℝ) :
    HasSum (fun k => u ⬝ᵥ x k) (u ⬝ᵥ T) :=
  hasSum_sum fun i _ => (Pi.hasSum.1 h i).mul_left (u i)

/-- For nonzero denominators the amplitudes satisfy `D t₀ = -v` and `D t_(k+1) = -W t_k`. -/
theorem amp_equations {d : n → ℝ} (hd : ∀ i, d i ≠ 0) (W : Matrix n n ℝ) (v : n → ℝ) :
    diagonal d *ᵥ amp d W v 0 = -v ∧
      ∀ k, diagonal d *ᵥ amp d W v (k + 1) = -(W *ᵥ amp d W v k) := by
  have hD : diagonal d * (diagonal d)⁻¹ = 1 := by
    apply mul_nonsing_inv
    rw [det_diagonal]
    exact isUnit_iff_ne_zero.2 (Finset.prod_ne_zero_iff.2 fun i _ => hd i)
  refine ⟨?_, fun k => ?_⟩
  · rw [amp, mulVec_neg, mulVec_mulVec, hD, one_mulVec]
  · rw [amp, mulVec_neg, mulVec_mulVec, ← Matrix.mul_assoc, hD, Matrix.one_mul]

/-- For nonzero denominators and `‖D⁻¹ W‖ < 1` the matrix `D + W` has nonzero determinant. -/
theorem det_ne_zero {d : n → ℝ} (hd : ∀ i, d i ≠ 0) {W : Matrix n n ℝ}
    (hq : opNorm ((diagonal d)⁻¹ * W) < 1) : (diagonal d + W).det ≠ 0 := by
  intro h
  obtain ⟨x, hx0, hx⟩ := Matrix.exists_mulVec_eq_zero_iff.2 h
  have hD : (diagonal d)⁻¹ * diagonal d = 1 := by
    apply nonsing_inv_mul
    rw [det_diagonal]
    exact isUnit_iff_ne_zero.2 (Finset.prod_ne_zero_iff.2 fun i _ => hd i)
  -- a null vector is a fixed point of the contraction
  have hfix : -(((diagonal d)⁻¹ * W) *ᵥ x) = x := by
    have h1 : (diagonal d)⁻¹ *ᵥ ((diagonal d + W) *ᵥ x) = 0 := by rw [hx, mulVec_zero]
    rw [mulVec_mulVec, Matrix.mul_add, hD, add_mulVec, one_mulVec] at h1
    exact (eq_neg_of_add_eq_zero_left h1).symm
  have hle := eNorm_neg_mulVec_le ((diagonal d)⁻¹ * W) x
  rw [hfix] at hle
  obtain ⟨i, hi⟩ := Function.ne_iff.1 hx0
  have hi' : ‖x i‖ ≤ eNorm x :=
    PiLp.norm_apply_le (WithLp.toLp 2 x : EuclideanSpace ℝ n) i
  have hpos : 0 < eNorm x := (norm_pos_iff.2 hi).trans_le hi'
  nlinarith [mul_pos hpos (sub_pos.2 hq)]

/-- For nonzero denominators and `‖D⁻¹ W‖ < 1`, `D + W` is invertible, the amplitudes are
summable and their sum `t` solves `(D + W) t = -v`. The energies `v·t_k` sum to
`-v·(D + W)⁻¹ v`. -/
theorem cepa0_series {d : n → ℝ} (hd : ∀ i, d i ≠ 0) {W : Matrix n n ℝ}
    (hq : opNorm ((diagonal d)⁻¹ * W) < 1) (v : n → ℝ) :
    (diagonal d + W).det ≠ 0 ∧ Summable (amp d W v) ∧
      (diagonal d + W) *ᵥ (∑' k, amp d W v k) = -v ∧
      HasSum (fun k => v ⬝ᵥ amp d W v k) (-(v ⬝ᵥ (diagonal d + W)⁻¹ *ᵥ v)) := by
  have hdet := det_ne_zero hd hq
  have hs := (contraction_summable _ hq (amp d W v) fun _ => rfl).2
  obtain ⟨h0, hk⟩ := amp_equations hd W v
  have hmul : ∀ A : Matrix n n ℝ,
      HasSum (fun k => A *ᵥ amp d W v k) (A *ᵥ ∑' k, amp d W v k) :=
    fun A => Pi.hasSum.2 fun j => hasSum_dot hs.hasSum fun i => A j i
  -- sum the order-by-order equations
  have h1 := (hasSum_nat_add_iff' 1).2 (hmul (diagonal d))
  simp only [hk, Finset.sum_range_one, h0] at h1
  have h2 := h1.unique (hmul W).neg
  have hlin : (diagonal d + W) *ᵥ (∑' k, amp d W v k) = -v := by
    rw [add_mulVec, sub_eq_iff_eq_add.1 h2]
    abel
  refine ⟨hdet, hs, hlin, ?_⟩
  have ht : ∑' k, amp d W v k = -((diagonal d + W)⁻¹ *ᵥ v) := by
    rw [← mulVec_neg, ← hlin, mulVec_mulVec,
      nonsing_inv_mul _ (isUnit_iff_ne_zero.2 hdet), one_mulVec]
  have h3 := hasSum_dot hs.hasSum v
  rwa [ht, dotProduct_neg] at h3

omit [DecidableEq n] in
/-- For a symmetric matrix, `x·A y = y·A x`. -/
theorem dot_symm {A : Matrix n n ℝ} (hA : A.IsSymm) (x y : n → ℝ) :
    x ⬝ᵥ A *ᵥ y = y ⬝ᵥ A *ᵥ x := by
  rw [Matrix.dotProduct_mulVec, ← Matrix.mulVec_transpose, hA.eq, dotProduct_comm]

/-- The 2n+1 rule in the doubles series: for symmetric `W` and nonzero denominators,
`v·t_(m+k+1) = t_m·W t_k`. -/
theorem energy_two_n_plus_one {d : n → ℝ} (hd : ∀ i, d i ≠ 0) {W : Matrix n n ℝ}
    (hW : W.IsSymm) (v : n → ℝ) (m k : ℕ) :
    v ⬝ᵥ amp d W v (m + k + 1) = amp d W v m ⬝ᵥ W *ᵥ amp d W v k := by
  obtain ⟨h0, hk⟩ := amp_equations hd W v
  have hD := dot_symm (isSymm_diagonal d)
  induction m generalizing k with
  | zero =>
    have h := hD (amp d W v 0) (amp d W v (k + 1))
    rw [hk, h0, dotProduct_neg, dotProduct_neg] at h
    rw [zero_add, dotProduct_comm]
    linarith
  | succ m ih =>
    -- move one order from the right amplitude to the left one
    have h := hD (amp d W v (m + 1)) (amp d W v (k + 1))
    rw [hk, hk, dotProduct_neg, dotProduct_neg] at h
    have e : m + 1 + k + 1 = m + (k + 1) + 1 := by omega
    rw [e, ih, dot_symm hW]
    linarith

/-- For symmetric `W`, nonzero denominators and `‖D⁻¹ W‖ < 1`, the functional at the summed
amplitudes shifted by `y` equals `-v·(D + W)⁻¹ v + y·(D + W) y`. -/
theorem cepaFunctional_shift {d : n → ℝ} (hd : ∀ i, d i ≠ 0) {W : Matrix n n ℝ}
    (hW : W.IsSymm) (hq : opNorm ((diagonal d)⁻¹ * W) < 1) (v y : n → ℝ) :
    cepaFunctional d W v ((∑' k, amp d W v k) + y) =
      -(v ⬝ᵥ (diagonal d + W)⁻¹ *ᵥ v) + y ⬝ᵥ (diagonal d + W) *ᵥ y := by
  obtain ⟨-, hs, hlin, hE⟩ := cepa0_series hd hq v
  rw [hE.unique (hasSum_dot hs.hasSum v)]
  generalize ∑' k, amp d W v k = t at hlin ⊢
  have hcross := dot_symm ((isSymm_diagonal d).add hW) t y
  rw [hlin, dotProduct_neg] at hcross
  have c1 := dotProduct_comm v t
  have c2 := dotProduct_comm v y
  simp only [cepaFunctional, mulVec_add, hlin, add_dotProduct, dotProduct_add, dotProduct_neg]
  linarith

/-- For one configuration with `D = W = v = 1` the norm of `D⁻¹ W` equals one and `D + W` is
invertible, but the amplitudes are not summable. -/
theorem norm_one_not_summable :
    opNorm ((diagonal fun _ : Fin 1 => (1 : ℝ))⁻¹ * 1) = 1 ∧
      ((diagonal fun _ : Fin 1 => (1 : ℝ)) + 1).det ≠ 0 ∧
      ¬ Summable (amp (fun _ : Fin 1 => (1 : ℝ)) 1 fun _ => 1) := by
  refine ⟨by simp [opNorm], by simp, fun h => ?_⟩
  have hone : ∀ k, ‖amp (fun _ : Fin 1 => (1 : ℝ)) 1 (fun _ => 1) k 0‖ = 1 := by
    intro k
    induction k with
    | zero => simp [amp]
    | succ k ih => simpa [amp] using ih
  have ht := (Pi.summable.1 h 0).tendsto_atTop_zero.norm
  simp only [hone, norm_zero] at ht
  exact one_ne_zero (tendsto_nhds_unique tendsto_const_nhds ht)

end

end CepaZeroSeries
```

```lean
#print axioms CepaZeroSeries.cepa0_series
-- 'CepaZeroSeries.cepa0_series' depends on axioms: [propext, Classical.choice, Quot.sound]
#print axioms CepaZeroSeries.energy_two_n_plus_one
-- 'CepaZeroSeries.energy_two_n_plus_one' depends on axioms: [propext, Classical.choice, Quot.sound]
#print axioms CepaZeroSeries.cepaFunctional_shift
-- 'CepaZeroSeries.cepaFunctional_shift' depends on axioms: [propext, Classical.choice, Quot.sound]
#print axioms CepaZeroSeries.norm_one_not_summable
-- 'CepaZeroSeries.norm_one_not_summable' depends on axioms: [propext, Classical.choice, Quot.sound]
```

## Notes on the proof

`eNorm_neg_mulVec_le` is $|{-Mx}|\le\|M\|\,|x|$: `norm_neg` removes the sign and `le_opNorm` is the defining inequality of the operator norm.

`contraction_summable` treats any sequence with $x_{k+1}=-Mx_k$ and $\|M\|<1$. The `calc` block in `hb` is the chain $|x_{k+1}|\le\|M\||x_k|\le\|M\|^{k+1}|x_0|$. `Pi.summable` reduces summability to components, `hi` bounds a component by the length, and `Summable.of_norm_bounded` compares with the geometric series times $|x_0|$.

`hasSum_dot` moves a dot product through a sum, one component at a time. `amp_equations` gives $Dt_0=-v$ and $Dt_{k+1}=-Wt_k$ from `hD`, which is $DD^{-1}=1$ and follows because $\det D=\prod_id_i\neq0$.

`det_ne_zero` argues by contradiction. A vanishing determinant supplies a nonzero null vector, `hfix` is $-Mx=x$, `hle` becomes $|x|\le q|x|$, `hpos` gets $|x|>0$ from a nonzero component, and `nlinarith` closes with the product $|x|(1-q)>0$.

In `cepa0_series` the recursion of `amp` already has the form needed by `contraction_summable`, with $M=D^{-1}W$. The statement `hmul` applies `hasSum_dot` to each row of an arbitrary matrix $A$, giving $\sum_kAt_k=At$. For $A=D$, `hasSum_nat_add_iff' 1` splits off the $k=0$ term, and after the order-by-order equations are substituted `h1` says that $-Wt_k$ sums to $Dt-(-v)$. The same series sums to $-Wt$ by `(hmul W).neg`, and uniqueness of sums gives `h2`, rearranged into `hlin`. Then `ht` inverts $D+W$ and `h3` takes the dot product with $v$.

`dot_symm` is $x\cdot Ay=y\cdot Ax$ for symmetric $A$. `energy_two_n_plus_one` inducts on $m$ with `generalizing k`, because the step uses the hypothesis at $k+1$; the equation `e` aligns the indices $m+1+k+1$ and $m+(k+1)+1$. Symmetry of $W$ enters only in the step, through `dot_symm hW`.

`cepaFunctional_shift` first replaces $E$ by $v\cdot t$, both being the sum of the same series. After `generalize`, the only property of $t$ in use is `hlin`. The cross term $t\cdot(D+W)y=-y\cdot v$ is `hcross`, and `linarith` collects the expansion of $F(t+y)$.

`norm_one_not_summable` proves $|t_k|=1$ by induction in `hone`. Summability would force the magnitudes to tend to $0$, and a constant sequence equal to $1$ has the single limit $1$.
